# The Fermi–Dirac law for independent fermion modes, from the anticommutation relations

Let a_0, …, a_{M−1} be complex d×d matrices with d > 0, write † for the conjugate transpose, and suppose that for all p and q

a_p a_q + a_q a_p = 0,  a_p a_q† + a_q† a_p = δ_pq.

Put n_p = a_p† a_p. For positive numbers x_p, the operator R = ∏_p (1 + (x_p − 1) n_p) satisfies

tr R = (d/2^M) ∏_p (1 + x_p),  tr(R n_q)/tr R = x_q/(1 + x_q).

Here x_p is the statistical weight of a filled mode relative to an empty one. With x_p = exp(−β(ε_p − μ)), for level energies ε_p, chemical potential μ and inverse temperature β, R is the Gibbs operator and the second formula is the Fermi–Dirac law. The fermions are non-interacting and the modes finite in number.

## Each mode halves the trace

Setting p = q in the first relation gives a_p² = 0. Hence n_p is idempotent:

n_p² = a_p†(a_p a_p†)a_p = a_p†(1 − a_p† a_p)a_p = n_p − a_p† a_p† a_p a_p = n_p.

For p ≠ q, moving a_p through n_q costs two signs, which cancel:

a_p a_q† a_q = −a_q† a_p a_q = a_q† a_q a_p.

Now let A commute with a_p. Cyclicity of the trace gives

tr(A a_p† a_p) = tr(a_p A a_p†) = tr(A a_p a_p†) = tr A − tr(A n_p),

so tr(A n_p) = (tr A)/2. It follows that

tr((1 + (x_p − 1) n_p) A) = tr A + (x_p − 1)(tr A)/2 = ((1 + x_p)/2) tr A.

Take A to be the product of the factors for the other modes, which commutes with a_p. Removing the factors one by one leaves tr 1 = d, and this gives tr R.

For the occupation, taking the adjoint of a_p n_q = n_q a_p shows that n_q also commutes with a_p†, so all number operators commute. Write R = (1 + (x_q − 1) n_q) R′, where R′ contains the other modes. Since n_q(1 + (x_q − 1) n_q) = x_q n_q,

tr(R n_q) = x_q tr(n_q R′) = x_q (tr R′)/2,  tr R = (1 + x_q)(tr R′)/2.

The quotient is x_q/(1 + x_q).

The smallest case with a mode to fill is M = 1, d = 2. In the basis (empty, filled), R = diag(1, x_0) and n_0 = diag(0, 1), so the trace is 1 + x_0 and the occupation x_0/(1 + x_0).

## The Gibbs operator is this product

Every positive power of n_p equals n_p, so for any number t

exp(t n_p) = 1 + (t + t²/2! + …) n_p = 1 + (e^t − 1) n_p.

Because the n_p commute, exp(−β Σ_p (ε_p − μ) n_p) is the product of such factors with t = −β(ε_p − μ). This is R with the stated x_p, and multiplying numerator and denominator by exp(β(ε_q − μ)) gives

x_q/(1 + x_q) = 1/(exp(β(ε_q − μ)) + 1).

In an electronic-structure calculation with Fermi smearing and a fixed electron number, this function is evaluated at the one-particle energies, and μ is adjusted until the occupations sum to the electron number, each weighted by its spin degeneracy and, in a crystal, by the weight of its Brillouin-zone sampling point. For large positive β(ε_q − μ), the form x_q/(1 + x_q) avoids overflow in the exponential.

## Modes and weights as matrices

Modes are indexed by `Fin M`, that is, 0 to M − 1, and operators are d×d complex matrices.

In Lean 4 with Mathlib:

```lean
import Mathlib

open Matrix

namespace FermiDiracCAR

noncomputable section

variable {d M : ℕ} {a : Fin M → Matrix (Fin d) (Fin d) ℂ}
```

`IsCAR a` states the anticommutation relations, with `ᴴ` for †. It is a hypothesis on the matrices and encodes Fermi statistics. Neither irreducibility nor d = 2^M is required. In the usual Fock space d = 2^M, and the prefactor of tr R is 1.

```lean
/-- The canonical anticommutation relations for `M` fermionic modes represented by
`d × d` matrices, the creation operators being the adjoints of the annihilation operators. -/
structure IsCAR (a : Fin M → Matrix (Fin d) (Fin d) ℂ) : Prop where
  anti : ∀ p q, a p * a q + a q * a p = 0
  mixed : ∀ p q, a p * (a q)ᴴ + (a q)ᴴ * a p = if p = q then 1 else 0

/-- The occupation number operator of mode `p`. -/
def number (a : Fin M → Matrix (Fin d) (Fin d) ℂ) (p : Fin M) : Matrix (Fin d) (Fin d) ℂ :=
  (a p)ᴴ * a p
```

`weight a x l` is the product of the factors in the order of the list `l`; R is the case `List.finRange M`, which lists every mode once. It is unnormalised: the density matrix is R/tr R.

```lean
/-- The product of the factors `1 + (x_p - 1) n_p` over a list of modes. -/
def weight (a : Fin M → Matrix (Fin d) (Fin d) ℂ) (x : Fin M → ℂ) (l : List (Fin M)) :
    Matrix (Fin d) (Fin d) ℂ :=
  (l.map fun p => 1 + (x p - 1) • number a p).prod
```

The energy is diagonal in the given modes. A hopping term must first be diagonalised, and a Hubbard interaction between modes is not covered.

```lean
/-- The energy of independent fermions with levels `ε_p`, measured from the chemical
potential `μ`: the sum of `(ε_p - μ) n_p`. -/
def grandHamiltonian (a : Fin M → Matrix (Fin d) (Fin d) ℂ) (ε : Fin M → ℝ) (μ : ℝ) :
    Matrix (Fin d) (Fin d) ℂ :=
  ∑ p, ((ε p - μ : ℝ) : ℂ) • number a p

lemma weight_cons (x : Fin M → ℂ) (p : Fin M) (l : List (Fin M)) :
    weight a x (p :: l) = (1 + (x p - 1) • number a p) * weight a x l := by
  simp only [weight, List.map_cons, List.prod_cons]
```

## Number operators and the half trace

The next two proofs combine the relations with matrix multipliers on the left and right, just as in the derivation by hand; `noncomm_ring` checks the resulting identity without reordering products.

```lean
/-- The number operator of a fermionic mode is idempotent. -/
theorem number_sq (h : IsCAR a) (p : Fin M) : number a p * number a p = number a p := by
  have h2 : (2 : ℂ) • (a p * a p) = 0 := by
    rw [two_smul]
    exact h.anti p p
  have hsq : a p * a p = 0 := (smul_eq_zero.mp h2).resolve_left two_ne_zero
  have hm : a p * (a p)ᴴ + (a p)ᴴ * a p = 1 := by simpa using h.mixed p p
  unfold number
  linear_combination (norm := noncomm_ring) (a p)ᴴ * hm * a p - (a p)ᴴ * (a p)ᴴ * hsq

/-- An annihilation operator commutes with the number operator of every other mode. -/
theorem commute_number (h : IsCAR a) {p q : Fin M} (hpq : p ≠ q) :
    Commute (a p) (number a q) := by
  have h1 := h.anti p q
  have h2 : a p * (a q)ᴴ + (a q)ᴴ * a p = 0 := by simpa [hpq] using h.mixed p q
  change a p * ((a q)ᴴ * a q) = (a q)ᴴ * a q * a p
  linear_combination (norm := noncomm_ring) h2 * a q - (a q)ᴴ * h1
```

In the half-trace lemma, `h1` is the cyclic step and `h2` is the split of the identity into filled and empty parts. Adding them and halving gives the result.

```lean
/-- If `A` commutes with `a_p`, then the trace of `A n_p` is half the trace of `A`. -/
theorem trace_mul_number (h : IsCAR a) {p : Fin M} {A : Matrix (Fin d) (Fin d) ℂ}
    (hA : Commute A (a p)) : trace (A * number a p) = trace A / 2 := by
  -- cyclicity turns the occupation of the mode into its vacancy
  have h1 : trace (A * number a p) = trace (A * (a p * (a p)ᴴ)) := by
    unfold number
    rw [← mul_assoc, Matrix.trace_mul_comm, ← mul_assoc, ← hA.eq, mul_assoc]
  have hm : a p * (a p)ᴴ + number a p = 1 := by simpa [number] using h.mixed p p
  have h2 : trace (A * (a p * (a p)ᴴ)) + trace (A * number a p) = trace A := by
    rw [← Matrix.trace_add, ← mul_add, hm, mul_one]
  linear_combination h1 / 2 + h2 / 2

lemma trace_factor (h : IsCAR a) {p : Fin M} {A : Matrix (Fin d) (Fin d) ℂ}
    (hA : Commute A (a p)) (x : ℂ) :
    trace ((1 + (x - 1) • number a p) * A) = (1 + x) / 2 * trace A := by
  rw [add_mul, one_mul, smul_mul_assoc, Matrix.trace_add, Matrix.trace_smul,
    Matrix.trace_mul_comm (number a p) A, trace_mul_number h hA, smul_eq_mul]
  ring
```

## Induction over the modes

A product that does not contain mode p commutes with a_p, by induction on the list.

```lean
lemma weight_commute (h : IsCAR a) (x : Fin M → ℂ) {p : Fin M} {l : List (Fin M)}
    (hp : p ∉ l) : Commute (weight a x l) (a p) := by
  induction l with
  | nil => simp [weight]
  | cons r t ih =>
    rw [List.mem_cons, not_or] at hp
    rw [weight_cons]
    exact ((Commute.one_left _).add_left
      ((commute_number h hp.1).symm.smul_left _)).mul_left (ih hp.2)
```

The trace formula follows by removing the head of a duplicate-free list. It holds for complex x_p, and also for M = 0, where R = 1.

```lean
/-- The trace of the product of all factors `1 + (x_p - 1) n_p` is `d / 2^M` times the
product of all `1 + x_p`, for arbitrary complex `x_p`. -/
theorem trace_weight (h : IsCAR a) (x : Fin M → ℂ) :
    trace (weight a x (List.finRange M)) = (d : ℂ) / 2 ^ M * ∏ p, (1 + x p) := by
  have key : ∀ l : List (Fin M), l.Nodup →
      trace (weight a x l) = d * (l.map fun p => (1 + x p) / 2).prod := by
    intro l hl
    induction l with
    | nil => simp [weight]
    | cons p t ih =>
      obtain ⟨hp, ht⟩ := List.nodup_cons.mp hl
      rw [weight_cons, trace_factor h (weight_commute h x hp), ih ht, List.map_cons,
        List.prod_cons]
      ring
  rw [key _ (List.nodup_finRange M), ← List.ofFn_eq_map, List.prod_ofFn,
    Finset.prod_div_distrib, Finset.prod_const, Finset.card_univ, Fintype.card_fin]
  ring
```

For the occupation, the induction makes it unnecessary to move the factor of q to the front. If the head is q, the identity `e` replaces its factor by x_q. Otherwise the head contributes (1 + x_p)/2 to both sides and the induction hypothesis finishes the case.

```lean
/-- For `R` the product of the factors `1 + (x_p - 1) n_p` over a list of distinct modes including
`q`, inserting `n_q` under the trace obeys `(1 + x_q) tr(R n_q) = x_q tr R`. -/
theorem trace_weight_number (h : IsCAR a) (x : Fin M → ℂ) {q : Fin M} {l : List (Fin M)}
    (hl : l.Nodup) (hq : q ∈ l) :
    (1 + x q) * trace (weight a x l * number a q) = x q * trace (weight a x l) := by
  induction l with
  | nil => simp at hq
  | cons p t ih =>
    obtain ⟨hp, ht⟩ := List.nodup_cons.mp hl
    have hc := weight_commute h x hp
    rw [weight_cons, trace_factor h hc]
    rcases eq_or_ne q p with hqp | hqp
    · rw [hqp]
      -- on an occupied mode the factor acts as the number `x_p`
      have e : number a p * (1 + (x p - 1) • number a p) = x p • number a p := by
        rw [mul_add, mul_one, mul_smul_comm, number_sq h]
        module
      rw [Matrix.trace_mul_comm, ← mul_assoc, e, smul_mul_assoc, Matrix.trace_smul,
        Matrix.trace_mul_comm, trace_mul_number h hc, smul_eq_mul]
      ring
    · have hqt := (List.mem_cons.mp hq).resolve_left hqp
      rw [mul_assoc, trace_factor h (hc.mul_left (commute_number h hqp.symm).symm)]
      linear_combination (1 + x p) / 2 * ih ht hqt
```

The conditions d > 0 and x_p > 0 enter only now, to make tr R and 1 + x_q nonzero before dividing.

```lean
/-- Fermi-Dirac law: for positive `x_p` and `R` the product of all `1 + (x_p - 1) n_p`,
the trace of `R` is `d / 2^M ∏ (1 + x_p)` and the mean occupation of mode `q` is
`x_q / (1 + x_q)`. -/
theorem fermi_dirac (h : IsCAR a) (hd : 0 < d) (x : Fin M → ℝ) (hx : ∀ p, 0 < x p)
    (q : Fin M) :
    trace (weight a (fun p => (x p : ℂ)) (List.finRange M))
        = (d : ℂ) / 2 ^ M * ∏ p, (1 + (x p : ℂ)) ∧
      trace (weight a (fun p => (x p : ℂ)) (List.finRange M) * number a q)
        / trace (weight a (fun p => (x p : ℂ)) (List.finRange M))
        = (x q : ℂ) / (1 + (x q : ℂ)) := by
  have hT := trace_weight h (fun p => (x p : ℂ))
  have h1 : ∀ p, 1 + (x p : ℂ) ≠ 0 := fun p => by
    exact_mod_cast (add_pos one_pos (hx p)).ne'
  have hZ : trace (weight a (fun p => (x p : ℂ)) (List.finRange M)) ≠ 0 := by
    rw [hT]
    exact mul_ne_zero (div_ne_zero (Nat.cast_ne_zero.mpr hd.ne') (pow_ne_zero _ two_ne_zero))
      (Finset.prod_ne_zero_iff.mpr fun p _ => h1 p)
  refine ⟨hT, ?_⟩
  rw [div_eq_div_iff hZ (h1 q), mul_comm]
  exact trace_weight_number h (fun p => (x p : ℂ)) (List.nodup_finRange M)
    (List.mem_finRange q)
```

## The exponential and the thermal occupation

The series for exp(tP) is assembled from the scalar series multiplied by P, plus a single term 1 − P at order zero.

```lean
/-- The exponential of a multiple of an idempotent matrix `P` is `1 + (e^t - 1) P`. -/
theorem exp_smul_idempotent {P : Matrix (Fin d) (Fin d) ℂ} (hP : P * P = P) (t : ℂ) :
    NormedSpace.exp (t • P) = 1 + (Complex.exp t - 1) • P := by
  have hpow : ∀ k : ℕ, P ^ (k + 1) = P := by
    intro k
    induction k with
    | zero => simp
    | succ k ih => rw [pow_succ, ih, hP]
  have h1 : HasSum (fun k : ℕ => t ^ k / (k.factorial : ℂ)) (Complex.exp t) := by
    rw [Complex.exp_eq_exp_ℂ]
    exact NormedSpace.expSeries_div_hasSum_exp t
  -- only the zeroth term of the series sees the complement of `P`
  have h2 : HasSum (fun k : ℕ => ((k.factorial : ℂ)⁻¹) • (t • P) ^ k)
      (Complex.exp t • P + (1 - P)) := by
    convert (h1.smul_const P).add (hasSum_ite_eq (0 : ℕ) (1 - P)) using 1
    funext k
    cases k with
    | zero => simp
    | succ k =>
      rw [smul_pow, hpow, smul_smul, if_neg (Nat.succ_ne_zero k), add_zero, div_eq_inv_mul]
  rw [NormedSpace.exp_eq_tsum (𝕂 := ℂ)]
  exact h2.tsum_eq.trans (by module)

lemma number_commute (h : IsCAR a) (p q : Fin M) : Commute (number a p) (number a q) := by
  rcases eq_or_ne p q with hpq | hpq
  · rw [hpq]
  · have h1 := commute_number h hpq
    have h2 : Commute (a p)ᴴ (number a q) := by
      have h3 := congrArg conjTranspose h1.eq
      simp only [number, conjTranspose_mul, conjTranspose_conjTranspose] at h3
      exact h3.symm
    exact h2.mul_left h1
```

Commuting number operators let `Matrix.exp_add_of_commute` split off one exponential at a time. The equality `hK` rewrites the Hamiltonian sum as a sum over the list.

```lean
/-- The Gibbs operator of independent fermions is the product of the factors
`1 + (x_p - 1) n_p` with `x_p = exp(-β (ε_p - μ))`. -/
theorem gibbs_eq_weight (h : IsCAR a) (ε : Fin M → ℝ) (μ β : ℝ) :
    NormedSpace.exp ((-β : ℂ) • grandHamiltonian a ε μ)
      = weight a (fun p => (Real.exp (-β * (ε p - μ)) : ℂ)) (List.finRange M) := by
  have key : ∀ (t : Fin M → ℂ) (l : List (Fin M)),
      NormedSpace.exp ((l.map fun p => t p • number a p).sum)
        = weight a (fun p => Complex.exp (t p)) l := by
    intro t l
    induction l with
    | nil => simp [weight]
    | cons p s ih =>
      have hc : ∀ r : List (Fin M),
          Commute (t p • number a p) ((r.map fun p => t p • number a p).sum) := by
        intro r
        induction r with
        | nil => simp
        | cons q r ihr =>
          rw [List.map_cons, List.sum_cons]
          exact (((number_commute h p q).smul_left _).smul_right _).add_right ihr
      rw [List.map_cons, List.sum_cons, Matrix.exp_add_of_commute _ _ (hc s),
        exp_smul_idempotent (number_sq h p), ih, weight_cons]
  have hK : (-β : ℂ) • grandHamiltonian a ε μ
      = ((List.finRange M).map fun p => ((-β * (ε p - μ) : ℝ) : ℂ) • number a p).sum := by
    rw [← List.ofFn_eq_map, List.sum_ofFn, grandHamiltonian, Finset.smul_sum]
    refine Finset.sum_congr rfl fun p _ => ?_
    rw [smul_smul]
    push_cast
    rfl
  rw [hK, key]
  simp only [Complex.ofReal_exp]
```

The final theorem combines this identity with `fermi_dirac`. It allows any real β; the physical reading takes β = 1/(k_B T), with k_B Boltzmann's constant and T the temperature. Both sides are complex numbers, the right one being a real number regarded as complex.

```lean
/-- In the Gibbs state of independent fermions the mean occupation of level `q` is
`1 / (exp(β (ε_q - μ)) + 1)`. -/
theorem thermal_occupation (h : IsCAR a) (hd : 0 < d) (ε : Fin M → ℝ) (μ β : ℝ)
    (q : Fin M) :
    trace (NormedSpace.exp ((-β : ℂ) • grandHamiltonian a ε μ) * number a q)
        / trace (NormedSpace.exp ((-β : ℂ) • grandHamiltonian a ε μ))
      = ((1 / (Real.exp (β * (ε q - μ)) + 1) : ℝ) : ℂ) := by
  rw [gibbs_eq_weight h, (fermi_dirac h hd (fun p => Real.exp (-β * (ε p - μ)))
    (fun p => Real.exp_pos _) q).2]
  have hm : Real.exp (-β * (ε q - μ)) * Real.exp (β * (ε q - μ)) = 1 := by
    rw [← Real.exp_add, show -β * (ε q - μ) + β * (ε q - μ) = 0 by ring, Real.exp_zero]
  have hr : Real.exp (-β * (ε q - μ)) / (1 + Real.exp (-β * (ε q - μ)))
      = 1 / (Real.exp (β * (ε q - μ)) + 1) := by
    rw [div_eq_div_iff (by positivity) (by positivity)]
    linear_combination hm
  rw [← hr, Complex.ofReal_div, Complex.ofReal_add, Complex.ofReal_one]
```

## Two explicit modes

With basis states |00⟩, |01⟩, |10⟩, |11⟩, listing the occupations of modes 0 and 1, the matrices below remove a particle from the respective mode. The entry −1 is the sign that mode 1 acquires when mode 0 is filled. Checking every entry confirms the relations, so the hypothesis `IsCAR` is satisfied by a concrete system.

```lean
/-- Two fermionic modes as explicit `4 × 4` matrices, with a sign string on the second. -/
def twoModes : Fin 2 → Matrix (Fin 4) (Fin 4) ℂ :=
  ![!![0, 0, 1, 0; 0, 0, 0, 1; 0, 0, 0, 0; 0, 0, 0, 0],
    !![0, 1, 0, 0; 0, 0, 0, 0; 0, 0, 0, -1; 0, 0, 0, 0]]

/-- The two explicit modes satisfy the canonical anticommutation relations. -/
theorem isCAR_witness : IsCAR twoModes := by
  constructor <;> intro p q <;> fin_cases p <;> fin_cases q <;> ext i j <;>
    fin_cases i <;> fin_cases j <;>
    simp only [Matrix.add_apply, Matrix.mul_apply, Fin.sum_univ_four,
      Matrix.conjTranspose_apply] <;>
    simp [twoModes]

end

end FermiDiracCAR
```

```lean
#print axioms FermiDiracCAR.fermi_dirac
#print axioms FermiDiracCAR.thermal_occupation
```

```
'FermiDiracCAR.fermi_dirac' depends on axioms: [propext, Classical.choice, Quot.sound]
'FermiDiracCAR.thermal_occupation' depends on axioms: [propext, Classical.choice, Quot.sound]
```
